# The matrix of a plane rotation followed by Lorentz boosts along x and y

In a spacetime with two space dimensions, and with velocities in units of the speed of light, the lemma concerns a rotation of the plane through `-θ`, followed by a boost with velocity `b₁` along x and then one with velocity `b₂` along y. It gives all nine entries of the product of the three matrices in terms of the two velocities, their Lorentz factors and the sine and cosine of `θ`. Both speeds are assumed to be below that of light, and `θ` is any real number. The proof puts in the explicit matrices of the two boosts from `boost_axis`, splits the claim into its nine entries, and leaves each to `simp` and then `ring`.

The failing Lean file:

```lean
import Mathlib

open Matrix Filter Topology

namespace ThomasWigner

noncomputable section

/-- Lorentz factor of the planar velocity `(u, v)` in units of the speed of light,
for `u² + v² < 1`. -/
def gamma (u v : ℝ) : ℝ := 1 / Real.sqrt (1 - u ^ 2 - v ^ 2)

/-- Pure Lorentz boost with velocity `(u, v)`, acting on `(t, x, y)`, for `u² + v² < 1`. -/
def boost (u v : ℝ) : Matrix (Fin 3) (Fin 3) ℝ :=
  !![gamma u v, gamma u v * u, gamma u v * v;
     gamma u v * u, 1 + gamma u v ^ 2 / (1 + gamma u v) * u ^ 2,
       gamma u v ^ 2 / (1 + gamma u v) * (u * v);
     gamma u v * v, gamma u v ^ 2 / (1 + gamma u v) * (u * v),
       1 + gamma u v ^ 2 / (1 + gamma u v) * v ^ 2]

/-- Rotation of the spatial plane by the angle `θ`, leaving time unchanged. -/
def rotation (θ : ℝ) : Matrix (Fin 3) (Fin 3) ℝ :=
  !![1, 0, 0; 0, Real.cos θ, -Real.sin θ; 0, Real.sin θ, Real.cos θ]

/-- Below the speed of light the Lorentz factor is positive and satisfies
`γ² (1 - u² - v²) = 1`. -/
theorem gamma_spec {u v : ℝ} (h : u ^ 2 + v ^ 2 < 1) :
    0 < gamma u v ∧ gamma u v ^ 2 * (1 - u ^ 2 - v ^ 2) = 1 := by
  have hp : 0 < 1 - u ^ 2 - v ^ 2 := by linarith
  refine ⟨one_div_pos.mpr (Real.sqrt_pos.mpr hp), ?_⟩
  rw [gamma, div_pow, one_pow, Real.sq_sqrt hp.le]
  exact one_div_mul_cancel hp.ne'

/-- The matrices of the boosts along the x axis and along the y axis. -/
theorem boost_axis {b : ℝ} (h : b ^ 2 < 1) :
    boost b 0 = !![gamma b 0, gamma b 0 * b, 0; gamma b 0 * b, gamma b 0, 0; 0, 0, 1] ∧
    boost 0 b = !![gamma 0 b, 0, gamma 0 b * b; 0, 1, 0; gamma 0 b * b, 0, gamma 0 b] := by
  have key : ∀ g : ℝ, 0 < g → g ^ 2 * (1 - b ^ 2) = 1 →
      1 + g ^ 2 / (1 + g) * b ^ 2 = g := by
    intro g hg H
    have hi : (1 + g)⁻¹ * (1 + g) = 1 := inv_mul_cancel₀ (by positivity)
    linear_combination (g - 1) * hi - (1 + g)⁻¹ * H
  obtain ⟨p, H⟩ := gamma_spec (u := b) (v := 0) (by linarith)
  obtain ⟨q, K⟩ := gamma_spec (u := 0) (v := b) (by linarith)
  constructor
  · rw [boost, key _ p (by linear_combination H)]
    simp
  · rw [boost, key _ q (by linear_combination K)]
    simp

/-- The entries of the product of the two boosts, multiplied on the right by the rotation through
`-θ`. -/
theorem boosts_mul_rotation {b₁ b₂ : ℝ} (h₁ : b₁ ^ 2 < 1) (h₂ : b₂ ^ 2 < 1) (θ : ℝ) :
    boost 0 b₂ * boost b₁ 0 * rotation (-θ) =
      !![gamma b₁ 0 * gamma 0 b₂,
          gamma b₁ 0 * gamma 0 b₂ * b₁ * Real.cos θ - gamma 0 b₂ * b₂ * Real.sin θ,
          gamma b₁ 0 * gamma 0 b₂ * b₁ * Real.sin θ + gamma 0 b₂ * b₂ * Real.cos θ;
        gamma b₁ 0 * b₁, gamma b₁ 0 * Real.cos θ, gamma b₁ 0 * Real.sin θ;
        gamma b₁ 0 * gamma 0 b₂ * b₂,
          gamma b₁ 0 * gamma 0 b₂ * b₁ * b₂ * Real.cos θ - gamma 0 b₂ * Real.sin θ,
          gamma b₁ 0 * gamma 0 b₂ * b₁ * b₂ * Real.sin θ + gamma 0 b₂ * Real.cos θ] := by
  rw [(boost_axis h₂).2, (boost_axis h₁).1]
  ext i j
  fin_cases i <;> fin_cases j <;>
    simp [rotation, Matrix.mul_apply, Fin.sum_univ_three] <;> ring

end

end ThomasWigner
```

Messages:

```
Try this:
  [apply] ring_nf
  
  The `ring` tactic failed to close the goal. Use `ring_nf` to obtain a normal form.
    
  Note that `ring` works primarily in *commutative* rings. If you have a noncommutative ring, abelian group or module, consider using `noncomm_ring`, `abel` or `module` instead.
Try this:
  [apply] ring_nf
  
  The `ring` tactic failed to close the goal. Use `ring_nf` to obtain a normal form.
    
  Note that `ring` works primarily in *commutative* rings. If you have a noncommutative ring, abelian group or module, consider using `noncomm_ring`, `abel` or `module` instead.
Main.lean:61:87: error: unsolved goals
case «0».«2»
b₁ b₂ : ℝ
h₁ : b₁ ^ 2 < 1
h₂ : b₂ ^ 2 < 1
θ : ℝ
⊢ True ∨ Real.sin θ = 0

case «2».«2»
b₁ b₂ : ℝ
h₁ : b₁ ^ 2 < 1
h₂ : b₂ ^ 2 < 1
θ : ℝ
⊢ True ∨ Real.sin θ = 0
```

Cause. The two entries left open are those in the last column of the first and third rows. In each, the two sides share a cosine term, which `simp` cancels. What remains is an equation between two multiples of `Real.sin θ`, whose coefficients differ only in the order and grouping of their factors.

`simp` then applies `mul_eq_mul_right_iff`, which turns `a * c = b * c` into `a = b ∨ c = 0`. The goal is now a disjunction, and `ring` proves only equations. It falls back on `ring_nf`, which reduces the equation of the coefficients to `True` but leaves `True ∨ Real.sin θ = 0` unproved. That is the goal shown in the error, and the two "Try this" messages report the same failure of `ring`; following their advice to use `ring_nf` would not help, since that is what has already run.

The repair, `-mul_eq_mul_right_iff`, bars `simp` from using that lemma. The two goals remain equations, and `ring` closes them by reordering the factors.

The repair, with which the file compiles:

```diff
@@ -63,5 +63,5 @@
   ext i j
   fin_cases i <;> fin_cases j <;>
-    simp [rotation, Matrix.mul_apply, Fin.sum_univ_three] <;> ring
+    simp [rotation, Matrix.mul_apply, Fin.sum_univ_three, -mul_eq_mul_right_iff] <;> ring
 
 end
```
